# When distant energy terms of an isolated finite open chain commute, a block's energy changes only through its cut

To set up the energy current at a cut in an isolated finite quantum chain with two open ends, one computes a single commutator, that of the two energy terms beside the cut. This suffices when energy terms more than one site apart commute: in the rate at which the block on the left gains energy, all other commutators of energy terms then vanish or cancel in pairs.

```lean
import Mathlib

open scoped Kronecker

namespace LocalEnergyCurrent

noncomputable section

variable {A : Type*} [Ring A]

/-- Among the first `n` energy terms, any two that are more than one site apart commute. -/
def NearestNeighbour (h : ℕ → A) (n : ℕ) : Prop :=
  ∀ a b, a + 1 < b → b < n → Commute (h a) (h b)

/-- The energy of the block made of the first `m` terms, `h 0 + ... + h (m - 1)`.
The Hamiltonian of a chain with `n` terms is `blockEnergy h n`. -/
def blockEnergy (h : ℕ → A) (m : ℕ) : A := ∑ a ∈ Finset.range m, h a

/-- The Heisenberg rate of change `i[H, X]` of an observable `X`. -/
def heisenbergRate [Algebra ℂ A] (H X : A) : A := Complex.I • (H * X - X * H)

/-- The energy inflow `i[h (m+1), h m]` through the cut between sites `m` and `m + 1`,
counted from right to left. -/
def energyInflow [Algebra ℂ A] (h : ℕ → A) (m : ℕ) : A :=
  Complex.I • (h (m + 1) * h m - h m * h (m + 1))

/-- Adding one site to a block adds the energy term of that site. -/
theorem blockEnergy_succ (h : ℕ → A) (m : ℕ) :
    blockEnergy h (m + 1) = blockEnergy h m + h m :=
  Finset.sum_range_succ h m

/-- An energy term separated from a block by at least one site commutes with the block energy. -/
theorem commute_blockEnergy {h : ℕ → A} {n m b : ℕ} (hloc : NearestNeighbour h n)
    (hmb : m < b) (hb : b < n) : Commute (h b) (blockEnergy h m) := by
  unfold blockEnergy
  apply Commute.sum_right
  intro a ha
  have ha' := Finset.mem_range.mp ha
  exact (hloc a b (by omega) hb).symm

/-- The commutator of the energy of a longer block with that of a shorter one is the commutator
of the two terms beside the cut. -/
theorem commutator_blockEnergy {h : ℕ → A} {n m : ℕ} (hloc : NearestNeighbour h n) (k : ℕ)
    (hk : m + 2 + k ≤ n) :
    blockEnergy h (m + 2 + k) * blockEnergy h (m + 1)
      - blockEnergy h (m + 1) * blockEnergy h (m + 2 + k)
      = h (m + 1) * h m - h m * h (m + 1) := by
  induction k with
  | zero =>
    -- the chain ends just after the cut
    have e : blockEnergy h (m + 2 + 0) = blockEnergy h (m + 1) + h (m + 1) :=
      blockEnergy_succ h (m + 1)
    have c := (commute_blockEnergy hloc (show m < m + 1 by omega) (by omega)).eq
    rw [e, blockEnergy_succ h m]
    linear_combination (norm := noncomm_ring) c
  | succ k ih =>
    -- one more distant term, which commutes with the block
    have e : blockEnergy h (m + 2 + (k + 1)) = blockEnergy h (m + 2 + k) + h (m + 2 + k) :=
      blockEnergy_succ h (m + 2 + k)
    have c := (commute_blockEnergy hloc (show m + 1 < m + 2 + k by omega) (by omega)).eq
    have ih' := ih (by omega)
    rw [e]
    linear_combination (norm := noncomm_ring) ih' + c

/-- The energy of the block of sites `0, ..., m` changes at the rate `i[h (m+1), h m]`,
the inflow through the cut. -/
theorem blockEnergy_rate [Algebra ℂ A] {h : ℕ → A} {n m : ℕ} (hloc : NearestNeighbour h n)
    (hm : m + 1 < n) :
    heisenbergRate (blockEnergy h n) (blockEnergy h (m + 1)) = energyInflow h m := by
  obtain ⟨k, rfl⟩ := Nat.exists_eq_add_of_le (show m + 2 ≤ n by omega)
  unfold heisenbergRate energyInflow
  rw [commutator_blockEnergy hloc k le_rfl]

/-- The energy of the segment of sites `m + 1, ..., k` changes by the inflow through its right
end minus the flow out through its left end. -/
theorem segmentEnergy_rate [Algebra ℂ A] {h : ℕ → A} {n m k : ℕ}
    (hloc : NearestNeighbour h n) (hmk : m ≤ k) (hk : k + 1 < n) :
    heisenbergRate (blockEnergy h n) (∑ a ∈ Finset.Ico (m + 1) (k + 1), h a)
      = energyInflow h k - energyInflow h m := by
  -- the segment is the difference of two blocks
  have e : ∑ a ∈ Finset.Ico (m + 1) (k + 1), h a
      = blockEnergy h (k + 1) - blockEnergy h (m + 1) :=
    Finset.sum_Ico_eq_sub h (by omega)
  rw [e, ← blockEnergy_rate hloc hk, ← blockEnergy_rate hloc (show m + 1 < n by omega)]
  unfold heisenbergRate
  rw [← smul_sub]
  congr 1
  noncomm_ring

/-- Lattice continuity equation: the energy term of an interior site changes by the difference
of the inflows through the cuts on its two sides. -/
theorem siteEnergy_rate [Algebra ℂ A] {h : ℕ → A} {n m : ℕ} (hloc : NearestNeighbour h n)
    (hm : m + 2 < n) :
    heisenbergRate (blockEnergy h n) (h (m + 1))
      = energyInflow h (m + 1) - energyInflow h m := by
  have s := segmentEnergy_rate hloc (show m ≤ m + 1 by omega) (show m + 1 + 1 < n by omega)
  rwa [Finset.sum_Ico_succ_top (le_refl (m + 1)), Finset.Ico_self, Finset.sum_empty,
    zero_add] at s

/-- The block energy is conserved exactly when the two energy terms beside the cut commute. -/
theorem blockEnergy_conserved_iff [Algebra ℂ A] {h : ℕ → A} {n m : ℕ}
    (hloc : NearestNeighbour h n) (hm : m + 1 < n) :
    heisenbergRate (blockEnergy h n) (blockEnergy h (m + 1)) = 0
      ↔ Commute (h (m + 1)) (h m) := by
  rw [blockEnergy_rate hloc hm]
  unfold energyInflow
  constructor
  · intro h0
    -- multiply by -i to remove the prefactor
    have h1 := congrArg (fun x : A => (-Complex.I) • x) h0
    simp only [smul_smul, neg_mul, Complex.I_mul_I, neg_neg, one_smul, smul_zero] at h1
    exact sub_eq_zero.mp h1
  · intro hc
    rw [hc.eq, sub_self, smul_zero]

/-- If the two energy terms beside a cut are self-adjoint, so is the energy inflow through it. -/
theorem energyInflow_isSelfAdjoint [Algebra ℂ A] [StarRing A] [StarModule ℂ A] {h : ℕ → A}
    {m : ℕ} (h0 : IsSelfAdjoint (h m)) (h1 : IsSelfAdjoint (h (m + 1))) :
    IsSelfAdjoint (energyInflow h m) := by
  rw [isSelfAdjoint_iff, energyInflow, star_smul, star_sub, star_mul, star_mul,
    h0.star_eq, h1.star_eq, Complex.star_def, Complex.conj_I, neg_smul, ← smul_neg, neg_sub]

/-- The Pauli matrix `X`. -/
def pauliX : Matrix (Fin 2) (Fin 2) ℂ := !![0, 1; 1, 0]

/-- The Pauli matrix `Y`. -/
def pauliY : Matrix (Fin 2) (Fin 2) ℂ := !![0, -Complex.I; Complex.I, 0]

/-- The Pauli matrix `Z`. -/
def pauliZ : Matrix (Fin 2) (Fin 2) ℂ := !![1, 0; 0, -1]

/-- The terms `X ⊗ 1`, `Z ⊗ Z`, `1 ⊗ X` of a two-spin transverse-field Ising Hamiltonian. -/
def isingTerm : ℕ → Matrix (Fin 2 × Fin 2) (Fin 2 × Fin 2) ℂ
  | 0 => pauliX ⊗ₖ 1
  | 1 => pauliZ ⊗ₖ pauliZ
  | 2 => 1 ⊗ₖ pauliX
  | _ => 0

/-- The three Ising terms satisfy the locality condition, and the inflow through the first cut
is `-2 Y ⊗ Z`, which is not zero. -/
theorem nearestNeighbour_witness :
    NearestNeighbour isingTerm 3 ∧
      energyInflow isingTerm 0 = (-2 : ℂ) • (pauliY ⊗ₖ pauliZ) ∧
      energyInflow isingTerm 0 ≠ 0 := by
  have hzx : pauliZ * pauliX = Complex.I • pauliY := by
    ext i j
    fin_cases i <;> fin_cases j <;> simp [pauliX, pauliY, pauliZ]
  have hxz : pauliX * pauliZ = (-Complex.I) • pauliY := by
    ext i j
    fin_cases i <;> fin_cases j <;> simp [pauliX, pauliY, pauliZ]
  have hcur : energyInflow isingTerm 0 = (-2 : ℂ) • (pauliY ⊗ₖ pauliZ) := by
    change Complex.I • ((pauliZ ⊗ₖ pauliZ) * (pauliX ⊗ₖ 1)
      - (pauliX ⊗ₖ 1) * (pauliZ ⊗ₖ pauliZ)) = _
    rw [← Matrix.mul_kronecker_mul, ← Matrix.mul_kronecker_mul, hzx, hxz, mul_one, one_mul,
      Matrix.smul_kronecker, Matrix.smul_kronecker, ← sub_smul, smul_smul]
    congr 1
    linear_combination 2 * Complex.I_mul_I
  refine ⟨?_, hcur, ?_⟩
  · -- the only distant pair is the two field terms on different spins
    intro a b hab hb
    obtain rfl : a = 0 := by omega
    obtain rfl : b = 2 := by omega
    change (pauliX ⊗ₖ 1) * (1 ⊗ₖ pauliX) = (1 ⊗ₖ pauliX) * (pauliX ⊗ₖ 1)
    rw [← Matrix.mul_kronecker_mul, ← Matrix.mul_kronecker_mul]
    simp only [mul_one, one_mul]
  · rw [hcur]
    intro h0
    have h1 := congrFun (congrFun h0 (0, 0)) (1, 0)
    simp [pauliY, pauliZ, Matrix.kroneckerMap_apply] at h1

end

end LocalEnergyCurrent
```

```lean
#print axioms LocalEnergyCurrent.commutator_blockEnergy
#print axioms LocalEnergyCurrent.siteEnergy_rate
#print axioms LocalEnergyCurrent.blockEnergy_conserved_iff
#print axioms LocalEnergyCurrent.energyInflow_isSelfAdjoint
```

```
'LocalEnergyCurrent.commutator_blockEnergy' depends on axioms: [propext, Classical.choice, Quot.sound]
'LocalEnergyCurrent.siteEnergy_rate' depends on axioms: [propext, Classical.choice, Quot.sound]
'LocalEnergyCurrent.blockEnergy_conserved_iff' depends on axioms: [propext, Classical.choice, Quot.sound]
'LocalEnergyCurrent.energyInflow_isSelfAdjoint' depends on axioms: [propext, Classical.choice, Quot.sound]
```

## Energy terms, blocks and the sign of the current

Sites are counted from zero. The chain has energy terms h_0, …, h_(n−1), and the energy of its first m terms is

E_m = h_0 + … + h_(m−1).

This is `blockEnergy h m`; the Hamiltonian is H = E_n. The block that ends at site m is therefore E_(m+1), and the cut lies between sites m and m + 1.

With [A, B] = AB − BA and ħ = 1, `heisenbergRate H X` is i[H, X], the Heisenberg rate of an observable X without explicit time dependence. The current through the cut, `energyInflow h m`, is

J_m = i[h_(m+1), h_m].

It is counted from right to left, so a positive expectation value means that the left block gains energy.

The hypothesis `NearestNeighbour h n` says that h_a and h_b commute whenever a + 1 < b < n. It stands for short-range interactions: in a spin chain where h_a acts on spins a and a + 1, such terms act on different spins. A "site" here labels an energy term, which may belong to a bond. The terms are elements of an arbitrary complex algebra, so matrices of any finite size are included.

The main theorem, `blockEnergy_rate`, states that for m + 1 < n

i[H, E_(m+1)] = J_m.

The smallest case is n = 2, m = 0, where it reads i[h_0 + h_1, h_0] = i[h_1, h_0] and the locality condition is empty.

A ring of three or more terms in which the first and last fail to commute violates the hypothesis, as do longer-range couplings that keep some terms more than one site apart from commuting. Infinite chains, chains coupled to a bath and the domain questions of unbounded operators are not treated either. The current also depends on how H is divided into terms, which is taken as given.

## Why only one commutator survives

First, a term separated from a block by at least one site commutes with the block energy. If m < b < n, every a < m satisfies a + 1 < b, so

[h_b, E_m] = Σ_(a<m) [h_b, h_a] = 0.

This is `commute_blockEnergy`.

Now let the chain end just after the cut. Since E_(m+2) = E_(m+1) + h_(m+1) and E_(m+1) = E_m + h_m,

[E_(m+2), E_(m+1)] = [h_(m+1), E_(m+1)] = [h_(m+1), E_m] + [h_(m+1), h_m] = [h_(m+1), h_m].

The term with E_m vanishes by the first step. Lengthening the chain by one more term gives, for k ≥ 0,

[E_(m+3+k), E_(m+1)] = [E_(m+2+k), E_(m+1)] + [h_(m+2+k), E_(m+1)].

The last commutator is zero, again by the first step, so the value stays the same at every length up to n. Multiplying by i gives the theorem.

In Lean, `commutator_blockEnergy` is this induction on k, with `zero` and `succ` as the two displayed cases. The theorem `blockEnergy_rate` then writes n as m + 2 + k and inserts the result.

## Linear combinations without commutativity

The induction turns on the line `linear_combination (norm := noncomm_ring) c`. The tactic `linear_combination` proves an equation from known ones by checking that the difference of the two sides of the goal equals the corresponding combination of differences from the hypotheses. Its default check uses `ring1`, which works in commutative rings, where every commutator would vanish. The option `norm := noncomm_ring` replaces it with a normaliser that keeps the order of factors.

In the first case, `c` is the equation h_(m+1) E_m = E_m h_(m+1). Once the sums are expanded, the two sides of the goal differ by exactly [h_(m+1), E_m], which is the difference of the two sides of `c`. In the second case, `ih' + c` adds the induction hypothesis to the commutation of the new term with the block.

## Continuity, conservation and self-adjointness

Let the locality condition hold. For m ≤ k and k + 1 < n, the segment of sites m + 1, …, k has energy E_(k+1) − E_(m+1). Subtracting the two block rates gives

i[H, h_(m+1) + … + h_k] = J_k − J_m.

This is `segmentEnergy_rate`: inflow at the right end minus outflow at the left. For m = k the segment is empty and both sides are zero. Taking k = m + 1 gives `siteEnergy_rate`, the lattice continuity equation for an interior site:

i[H, h_(m+1)] = J_(m+1) − J_m, for m + 2 < n.

In a simulation of an isolated chain of this kind, these identities let one compare the computed current with the rate of change of the local energy.

Under the same locality condition and for m + 1 < n, the block energy E_(m+1) is conserved exactly when h_(m+1) and h_m commute. One direction is immediate; for the other, `blockEnergy_conserved_iff` multiplies J_m = 0 by −i to recover the vanishing commutator.

If both terms are self-adjoint, so is the current. The adjoint reverses the products and conjugates i:

J_m* = −i(h_m h_(m+1) − h_(m+1) h_m) = J_m.

`energyInflow_isSelfAdjoint` needs no locality condition, since only these two terms enter.

## A nonzero current between a field term and the Ising coupling

The example splits a two-spin transverse-field Ising Hamiltonian, with all coefficients equal to one, into

h_0 = X⊗1, h_1 = Z⊗Z, h_2 = 1⊗X,

where X, Y and Z are the Pauli matrices. The only pair more than one site apart is h_0 and h_2, which act on different spins and commute. From ZX = iY and XZ = −iY,

J_0 = i(ZX − XZ)⊗Z = i(2iY)⊗Z = −2 Y⊗Z.

`nearestNeighbour_witness` proves the locality condition and this value. It shows that the current is nonzero by reading off one matrix entry, in row (0, 0) and column (1, 0), which equals 2i. The energy of the field term on the first spin is therefore not conserved.
